# Monotone Steffensen convergence from below for a convex, nondecreasing scalar contraction

After two passes through a self-consistency loop with one scalar unknown, three numbers are available: the input $x$, the output $F(x)$, and the output $F(F(x))$ of a second pass. A Steffensen step extrapolates from these three to a new input without another evaluation of $F$. Before using the extrapolated value in place of $F(F(x))$, one would like to know that it is no worse and that it has not jumped past the solution.

Both are guaranteed if $F$ is convex, nondecreasing and a contraction on the whole real line, and if $x$ lies below the fixed point $p=F(p)$. This bears on the acceleration of self-consistent-field (SCF) iterations in electronic structure, in the restricted case of a single real parameter. The theorems do not cover the many-component density update of a real calculation. Even with one parameter the hypotheses have to be checked: if the energy of a level rises with its own occupation, then at fixed chemical potential a larger input occupation gives a smaller output, and such a decreasing map is excluded. Taken literally, the hypotheses also exclude every nonconstant map with bounded output, such as an occupation between 0 and 1, because a convex function on the whole real line that is bounded above is constant. The results can still be used for such a map if it is convex, nondecreasing and a contraction with constant $K<1$ on the interval $[x,p]$. One replaces $F$ by the constant $F(x)$ to the left of the interval and by the line of slope $K$ through $(p,p)$ to its right. The new map satisfies the hypotheses on the whole line, and the iteration from $x$ is unchanged because it never leaves the interval.

## The extrapolation formula and the stopping rule

```lean
import Mathlib

open Filter Topology

namespace MonotoneSteffensen

noncomputable section

/-- The Steffensen step for the fixed-point equation `F x = x`, meaningful where the second
difference `F (F x) - 2 * F x + x` is nonzero. -/
def steffensen (F : ℝ → ℝ) (x : ℝ) : ℝ :=
  x - (F x - x) ^ 2 / (F (F x) - 2 * F x + x)
```

The definition takes a map $F:\mathbb R\to\mathbb R$ and a number $x$, and returns a real number. With

$$a=F(x)-x,\qquad b=F(F(x))-F(x),\qquad D=b-a=F(F(x))-2F(x)+x,$$

it reads $S(x)=x-a^2/D$, where $S(x)$ stands for `steffensen F x`. Geometrically, the line through $(x,F(x))$ and $(F(x),F(F(x)))$ meets the diagonal at $S(x)$.

Lean assigns the value zero to a quotient with zero denominator, so a statement about $S(x)$ has its usual meaning only together with $D\neq0$.

```lean
/-- The update rule of the iteration: stop if `x` is already self-consistent, otherwise take a
Steffensen step, which is meaningful only if the second difference `F (F x) - 2 * F x + x` is
nonzero. -/
def update (F : ℝ → ℝ) (x : ℝ) : ℝ :=
  if F x = x then x else steffensen F x
```

This is the loop's actual update. If the input already reproduces itself, it is returned unchanged; otherwise a Steffensen step is taken. The test is for exact equality of real numbers, whereas a program would use a tolerance.

## Signs below the fixed point

```lean
variable {F : ℝ → ℝ} {K p x : ℝ}

/-- Below the fixed point `p` of a contraction, a plain iteration moves upwards. -/
theorem lt_map (hL : ∀ x y, |F x - F y| ≤ K * |x - y|) (hK : K < 1)
    (hp : F p = p) (hx : x < p) : x < F x := by
  have h := hL x p
  rw [hp, abs_of_neg (sub_neg.2 hx)] at h
  have h1 := neg_abs_le (F x - p)
  nlinarith [mul_pos (sub_pos.2 hK) (sub_pos.2 hx)]
```

A Lean theorem lists its hypotheses in parentheses, then its conclusion after the colon, then the proof after `:= by`. The hypotheses here are:

- `hL`: $|F(x)-F(y)|\le K|x-y|$ for all real $x,y$. The constant $K$ bounds how strongly the output responds to a change of input. The names `x y` inside this hypothesis are local to it.
- `hK`: $K<1$, so each pass shrinks errors and the plain iteration converges without damping.
- `hp`: $p$ is self-consistent.
- `hx`: the input lies below $p$.

The conclusion is $x<F(x)$. By hand, the contraction property applied to $x$ and $p$ gives $|F(x)-p|\le K(p-x)$, hence $F(x)-p\ge-K(p-x)$. Adding $p-x$ to both sides,

$$a=F(x)-x\ge(1-K)(p-x)>0.$$

The proof obtains the same estimate as `h`. The tactic `nlinarith`, which searches for proofs of inequalities using products of known ones, finishes when given the positive product $(1-K)(p-x)$.

```lean
/-- Below the fixed point of a contraction the second difference is strictly negative. -/
theorem second_difference_neg (hL : ∀ x y, |F x - F y| ≤ K * |x - y|) (hK : K < 1)
    (hp : F p = p) (hx : x < p) : F (F x) - 2 * F x + x < 0 := by
  have hlt := lt_map hL hK hp hx
  have h := hL (F x) x
  rw [abs_of_pos (sub_pos.2 hlt)] at h
  have h1 := le_abs_self (F (F x) - F x)
  nlinarith [mul_pos (sub_pos.2 hK) (sub_pos.2 hlt)]
```

The second difference is strictly negative. The contraction property, now applied to $F(x)$ and $x$, gives $b\le Ka$, because $a>0$. Therefore

$$D=b-a\le-(1-K)a<0.$$

The Lean proof follows these lines, with `lt_map` supplying $a>0$.

## The step as a correction to two plain iterations

```lean
/-- Where the second difference is nonzero, the Steffensen step is two plain iterations plus
an explicit correction. -/
theorem steffensen_eq (hd : F (F x) - 2 * F x + x ≠ 0) :
    steffensen F x = F (F x) - (F (F x) - F x) ^ 2 / (F (F x) - 2 * F x + x) := by
  unfold steffensen
  -- the two fractions differ by a multiple of their common denominator
  have h : (F x - x) ^ 2 / (F (F x) - 2 * F x + x) -
      (F (F x) - F x) ^ 2 / (F (F x) - 2 * F x + x) = x - F (F x) := by
    rw [← sub_div, div_eq_iff hd]
    ring
  linear_combination (-1) * h
```

Whenever $D\neq0$, the same number can be written from the other end:

$$S(x)=F(F(x))-\frac{b^2}{D}.$$

To check this, factor the difference of squares. Since $a+b=F(F(x))-x$,

$$\frac{a^2}{D}-\frac{b^2}{D}=-\frac{(b-a)(a+b)}{D}=x-F(F(x)).$$

Substituting $a^2/D$ from this into $S(x)=x-a^2/D$ gives the claim. The intermediate equation is `h` in the proof; `linear_combination` performs the substitution.

## Two-sided bound for one step

```lean
/-- For a convex, nondecreasing contraction with fixed point `p`, the Steffensen step from
`x < p` is well defined, at least as good as two plain iterations, and never overshoots. -/
theorem steffensen_bounds (hc : ConvexOn ℝ Set.univ F) (hm : Monotone F)
    (hL : ∀ x y, |F x - F y| ≤ K * |x - y|) (hK : K < 1) (hp : F p = p) (hx : x < p) :
    F (F x) - 2 * F x + x ≠ 0 ∧ F (F x) ≤ steffensen F x ∧ steffensen F x ≤ p := by
  have hd := second_difference_neg hL hK hp hx
  have hlt := lt_map hL hK hp hx
  refine ⟨hd.ne, ?_, ?_⟩
  · -- the correction to two plain iterations is nonnegative
    rw [steffensen_eq hd.ne]
    have h := div_nonpos_of_nonneg_of_nonpos (sq_nonneg (F (F x) - F x)) hd.le
    linarith
  · have hy : F x ≤ p := by
      have h := hm hx.le
      rwa [hp] at h
    -- convexity: the secant slope does not decrease from [x, F x] to [F x, p]
    have h : (F (F x) - F x) * (p - F x) ≤ (p - F (F x)) * (F x - x) := by
      rcases hy.eq_or_lt with heq | hyp
      · rw [heq, hp]
        simp
      · have hs := hc.slope_mono_adjacent (Set.mem_univ x) (Set.mem_univ p) hlt hyp
        rw [div_le_div_iff₀ (sub_pos.2 hlt) (sub_pos.2 hyp), hp] at hs
        exact hs
    have h2 : x - p ≤ (F x - x) ^ 2 / (F (F x) - 2 * F x + x) := by
      rw [le_div_iff_of_neg hd]
      nlinarith [h]
    unfold steffensen
    linarith
```

Two hypotheses are new. `ConvexOn ℝ Set.univ F` says that $F$ is convex on all of $\mathbb R$: the slopes of its secants do not decrease as the input grows. `Monotone F` means nondecreasing, which is narrower than the common usage that also admits decreasing functions. Physically, raising the input never lowers the output.

The conclusion has three parts, joined by `∧` ("and"):

$$D\neq0,\qquad F(F(x))\le S(x),\qquad S(x)\le p.$$

Since both $F(F(x))$ and $S(x)$ are at or below $p$, the extrapolated value is at least as close to the solution as the second plain iterate.

**Lower bound.** We have $b^2\ge0$ and $D<0$, so $-b^2/D\ge0$. The rewritten formula gives $S(x)\ge F(F(x))$.

**Upper bound.** Monotonicity gives $F(x)\le F(p)=p$. Suppose first that $F(x)<p$. Secant slopes of a convex function do not decrease from left to right, so comparing the intervals $[x,F(x)]$ and $[F(x),p]$ gives

$$\frac{b}{a}\le\frac{p-F(F(x))}{p-F(x)}.$$

Both denominators are positive, and cross-multiplication yields

$$b\,(p-F(x))\le(p-F(F(x)))\,a.$$

If instead $F(x)=p$, then $F(F(x))=p$ too, and both sides of the last inequality are zero.

Now set $r=p-F(x)$, so that $p-x=a+r$ and $p-F(F(x))=r-b$. The inequality becomes $br\le(r-b)a$, or $ra-ab-rb\ge0$. Consequently

$$(p-x)(a-b)=a^2+(ra-ab-rb)\ge a^2.$$

Dividing by $a-b=-D>0$ gives $p-x\ge-a^2/D$, which is $S(x)\le p$.

In the Lean proof, `rcases` separates the two cases, `slope_mono_adjacent` is the comparison of secant slopes, and `h2` is the final division, with the inequality reversed because $D$ is negative.

The limiting case of zero curvature shows that the upper bound can be attained. For $F(x)=p+k(x-p)$ with $0\le k<1$, one has $a=(1-k)(p-x)$ and $b=ka$, so $S(x)=x+a/(1-k)=p$. A single step is then exact.

## Repeated updates

```lean
/-- For a convex, nondecreasing contraction with fixed point `p`, an update from `x ≤ p` does
not decrease `x`, is at least as good as two plain iterations, and does not pass `p`. -/
theorem update_bounds (hc : ConvexOn ℝ Set.univ F) (hm : Monotone F)
    (hL : ∀ x y, |F x - F y| ≤ K * |x - y|) (hK : K < 1) (hp : F p = p) (hx : x ≤ p) :
    x ≤ update F x ∧ F (F x) ≤ update F x ∧ update F x ≤ p := by
  rcases hx.eq_or_lt with rfl | hlt
  · simp [update, hp]
  · have h1 := lt_map hL hK hp hlt
    obtain ⟨_, h2, h3⟩ := steffensen_bounds hc hm hL hK hp hlt
    have hu : update F x = steffensen F x := if_neg h1.ne'
    rw [hu]
    exact ⟨(h1.le.trans (hm h1.le)).trans h2, h2, h3⟩
```

The starting point may now equal $p$. In that case the update stops and all three inequalities are equalities. If $x<p$, then $F(x)\neq x$, so the update is the Steffensen step. Monotonicity applied to $x\le F(x)$ gives $F(x)\le F(F(x))$, and hence

$$x\le F(x)\le F(F(x))\le S(x)\le p.$$

```lean
/-- For a convex, nondecreasing contraction with fixed point `p` and a start `x ≤ p`, the
result of `n` updates lies between that of `2 * n` plain iterations and `p`. -/
theorem iterate_bounds (hc : ConvexOn ℝ Set.univ F) (hm : Monotone F)
    (hL : ∀ x y, |F x - F y| ≤ K * |x - y|) (hK : K < 1) (hp : F p = p) (hx : x ≤ p)
    (n : ℕ) : F^[2 * n] x ≤ (update F)^[n] x ∧ (update F)^[n] x ≤ p := by
  induction n with
  | zero => simpa using hx
  | succ n ih =>
    have h := update_bounds hc hm hL hK hp ih.2
    have e : 2 * (n + 1) = 2 * n + 1 + 1 := by ring
    rw [e, Function.iterate_succ_apply', Function.iterate_succ_apply',
      Function.iterate_succ_apply']
    exact ⟨(hm (hm ih.1)).trans h.2.1, h.2.2⟩
```

The notation `F^[2 * n] x` means $F$ applied $2n$ times to $x$; it is not a power. Write $u_n$ for `(update F)^[n] x`, the value after $n$ updates from the start $x$. The theorem says

$$F^{[2n]}(x)\le u_n\le p.$$

The proof is by induction. For $n=0$ the first two quantities are both $x$. If the bounds hold at $n$, applying the nondecreasing map $F$ twice and then the one-update bound gives

$$F^{[2n+2]}(x)\le F(F(u_n))\le u_{n+1}\le p.$$

An update that takes a Steffensen step needs two evaluations of $F$, so the comparison with $2n$ plain iterations is at equal cost in evaluations.

```lean
/-- For a convex, nondecreasing `K`-contraction with fixed point `p` and a start `x ≤ p`, the
error after `n` updates is at most `K ^ (2 * n)` times the initial error. -/
theorem error_bound (hc : ConvexOn ℝ Set.univ F) (hm : Monotone F)
    (hL : ∀ x y, |F x - F y| ≤ K * |x - y|) (hK : K < 1) (hp : F p = p) (hx : x ≤ p)
    (n : ℕ) : p - (update F)^[n] x ≤ K ^ (2 * n) * (p - x) := by
  have hK0 : 0 ≤ K := by
    have h := (abs_nonneg _).trans (hL 1 0)
    simpa using h
  -- geometric error bound for the plain iteration
  have h : ∀ m : ℕ, |F^[m] x - p| ≤ K ^ m * |x - p| := by
    intro m
    induction m with
    | zero => simp
    | succ m ih =>
      rw [Function.iterate_succ_apply']
      calc |F (F^[m] x) - p| = |F (F^[m] x) - F p| := by rw [hp]
        _ ≤ K * |F^[m] x - p| := hL _ _
        _ ≤ K * (K ^ m * |x - p|) := mul_le_mul_of_nonneg_left ih hK0
        _ = K ^ (m + 1) * |x - p| := by ring
  have h1 := h (2 * n)
  rw [abs_of_nonpos (sub_nonpos.2 hx), neg_sub] at h1
  have h2 := neg_abs_le (F^[2 * n] x - p)
  have h3 := (iterate_bounds hc hm hL hK hp hx n).1
  linarith
```

The remaining error satisfies $p-u_n\le K^{2n}(p-x)$. First, $K\ge0$, because $0\le|F(1)-F(0)|\le K$. Next, repeated contraction gives

$$|F^{[m]}(x)-p|\le K^m|x-p|$$

for every natural number $m$, by the induction inside the proof. Taking $m=2n$ and using the previous theorem,

$$p-u_n\le p-F^{[2n]}(x)\le K^{2n}(p-x).$$

This geometric rate is inherited from the plain iteration. It is weaker than the quadratic convergence near a fixed point for which Steffensen's method is known, and it requires no differentiability of $F$.

```lean
/-- For a convex, nondecreasing contraction with fixed point `p`, the Steffensen iteration
started at `x ≤ p` is nondecreasing and converges to `p`. -/
theorem monotone_convergence (hc : ConvexOn ℝ Set.univ F) (hm : Monotone F)
    (hL : ∀ x y, |F x - F y| ≤ K * |x - y|) (hK : K < 1) (hp : F p = p) (hx : x ≤ p) :
    Monotone (fun n : ℕ => (update F)^[n] x) ∧
      Tendsto (fun n : ℕ => (update F)^[n] x) atTop (𝓝 p) := by
  constructor
  · refine monotone_nat_of_le_succ fun n => ?_
    simp only [Function.iterate_succ_apply']
    exact (update_bounds hc hm hL hK hp (iterate_bounds hc hm hL hK hp hx n).2).1
  · have hK0 : 0 ≤ K := by
      have h := (abs_nonneg _).trans (hL 1 0)
      simpa using h
    have hK2 : K ^ 2 < 1 := by nlinarith
    -- squeeze between the geometric lower bound and p
    have h := ((tendsto_pow_atTop_nhds_zero_of_lt_one (sq_nonneg K) hK2).mul_const
      (p - x)).const_sub p
    simp only [zero_mul, sub_zero] at h
    refine tendsto_of_tendsto_of_tendsto_of_le_of_le h tendsto_const_nhds
      (fun n => ?_) (fun n => (iterate_bounds hc hm hL hK hp hx n).2)
    have h1 := error_bound hc hm hL hK hp hx n
    rw [pow_mul] at h1
    show p - (K ^ 2) ^ n * (p - x) ≤ (update F)^[n] x
    linarith
```

The conclusion combines two statements: the sequence $u_n$ never decreases, and $u_n\to p$. The expression with `Tendsto`, `atTop` and `𝓝 p` is Lean's form of the limit as $n\to\infty$.

The first statement follows from $u_n\le u_{n+1}$, which is the first part of the one-update bound applied at $u_n$. For the second, the error estimate gives

$$p-(K^2)^n(p-x)\le u_n\le p.$$

Since $0\le K^2<1$, the left side tends to $p$, and the sequence is squeezed between two limits that agree.

## A convex contraction that overshoots

```lean
/-- A ramp that falls with slope `-1/2` for negative `x` and vanishes for positive `x`. -/
def ramp (x : ℝ) : ℝ := (|x| - x) / 4
```

This map equals $-x/2$ for $x<0$ and zero for $x\ge0$. The name `ramp` usually refers to a function that rises on the positive side; this one falls on the negative side.

```lean
/-- Monotonicity cannot be dropped: the ramp is convex and `1/2`-Lipschitz with fixed point
`0`, but its Steffensen step from `-1` overshoots. -/
theorem ramp_overshoots :
    ConvexOn ℝ Set.univ ramp ∧ (∀ x y, |ramp x - ramp y| ≤ 1 / 2 * |x - y|) ∧
      ramp 0 = 0 ∧ ramp (ramp (-1)) - 2 * ramp (-1) + (-1) ≠ 0 ∧
      0 < steffensen ramp (-1) := by
  have e1 : ramp (-1) = 1 / 2 := by
    rw [ramp, abs_of_neg (by norm_num)]
    norm_num
  have e2 : ramp (1 / 2) = 0 := by
    rw [ramp, abs_of_pos (by norm_num)]
    norm_num
  refine ⟨⟨convex_univ, fun x _ y _ a b ha hb _ => ?_⟩, fun x y => ?_, ?_, ?_, ?_⟩
  · simp only [ramp, smul_eq_mul]
    have h := abs_add_le (a * x) (b * y)
    rw [abs_mul, abs_mul, abs_of_nonneg ha, abs_of_nonneg hb] at h
    linarith
  · obtain ⟨h1, h2⟩ := abs_le.1 (abs_abs_sub_abs_le x y)
    have h3 := le_abs_self (x - y)
    have h4 := neg_abs_le (x - y)
    unfold ramp
    exact abs_le.2 ⟨by linarith, by linarith⟩
  · simp [ramp]
  · rw [e1, e2]
    norm_num
  · rw [steffensen, e1, e2]
    norm_num

end

end MonotoneSteffensen
```

The theorem lists five facts: the map is convex, it is a contraction with constant $1/2$, its fixed point is $0$, the second difference at $-1$ is nonzero, and the Steffensen step from $-1$ is positive.

Convexity follows from the triangle inequality $|\alpha x+\beta y|\le\alpha|x|+\beta|y|$ for nonnegative weights $\alpha,\beta$ with sum one; the linear term $-x/4$ has no effect on convexity. For the Lipschitz bound, $\bigl||x|-|y|\bigr|\le|x-y|$ gives a difference of at most $(|x-y|+|x-y|)/4$.

The step itself is short arithmetic. The first two outputs are $1/2$ and $0$, so $a=3/2$, $D=-2$ and

$$S(-1)=-1+\frac{9/4}{2}=\frac18>0.$$

Convexity and contraction alone therefore do not prevent overshooting. What breaks in the earlier argument is $F(x)\le p$, which monotonicity had supplied: here the first plain iteration already lands at $1/2$, beyond the fixed point.

```lean
#print axioms MonotoneSteffensen.monotone_convergence
#print axioms MonotoneSteffensen.ramp_overshoots
```

```
'MonotoneSteffensen.monotone_convergence' depends on axioms: [propext, Classical.choice, Quot.sound]
'MonotoneSteffensen.ramp_overshoots' depends on axioms: [propext, Classical.choice, Quot.sound]
```
